# ZORA doubles the leading relativistic correction to the hydrogen-like 1s energy

## A target value for a one-electron test

To check a ZORA program on a one-electron ion with a point nucleus, compute the 1s energy for several increasing values of the speed of light c, subtract the nonrelativistic energy −Z²/2, and multiply the difference by c². The potential must be −Z/r alone, also inside the ZORA kinetic-energy operator, where some programs use a screened model potential instead. For the plain ZORA eigenvalue, before any rescaling of the energy that a program may apply, the result should then approach −Z⁴/4. Errors in the computed energy are multiplied by c² as well, so they must stay small compared with Z⁴/(4c²). The corresponding Dirac number is −Z⁴/8, so a correct ZORA eigenvalue disagrees with the Dirac equation by a factor of two in the leading correction for this one-electron level.

Atomic units are used throughout, Z is the nuclear charge, and the rest energy is subtracted from all energies.

## One energy removed from the Dirac equation

For an s state (κ = −1) in the potential −Z/r, let P and Q be r times the large and small radial components. The Dirac equation and ZORA, the zeroth-order regular approximation, can be written together as

P′ = P/r + (2c² + W + Z/r) Q/c

Q′ = −Q/r − (E + Z/r) P/c

Here E is the energy of the level, and W is the energy kept in the equation that fixes the small component. The Dirac equation has W = E. ZORA neglects this energy beside 2c² + Z/r and sets W = 0.

## The energies and what is claimed about them

For 0 < Z < c, define

s = √(1 − Z²/c²)

E_D = c²(s − 1)

E_Z = 2c²E_D/(2c² + E_D)

The results are as follows.

- A function r^s e^(−λr), with a proportional small component, solves the Dirac system with energy E_D. Another function of this form, with the same s and a different λ, solves the ZORA system with energy E_Z.
- At every finite c > Z, the energies obey E_Z < E_D < −Z²/2, and the ZORA lowering from −Z²/2 is more than twice the Dirac lowering.
- As c → ∞ at fixed Z > 0, c²(E_D + Z²/2) → −Z⁴/8 and c²(E_Z + Z²/2) → −Z⁴/4, and the ratio of the ZORA shift to the Dirac shift tends to 2.

In Lean, `gam c Z` is s, and `diracE c Z` and `zoraE c Z` are E_D and E_Z. Both c and Z are real numbers, so Z need not be an integer. The function `radial s l` is r^s e^(−λr), with `l` for λ. The proposition `SolvesRadial c Z W E P Q` says that the two differential equations hold at every r > 0. In the limit theorem, `Tendsto ... atTop` lets c grow without bound; only `0 < Z` is assumed there, because c eventually exceeds any fixed Z.

`SolvesRadial` contains no boundary conditions or normalisation, and by itself it does not single out an energy. The name 1s rests on the form of the solutions: with s > 0 and λ > 0, P and Q vanish as r → 0, decay at large r and have no nodes in between. The radial components themselves, P/r and Q/r, do not vanish at the point nucleus: since s < 1, they diverge there as r^(s−1). The model has one electron and a point nucleus, and the theorems concern this level only.

## Matching powers of r

Put P = r^s e^(−λr) and Q = qP, with q a constant. Then P′ = (s/r − λ)P. After division by P, the terms in 1/r and the constant terms must agree separately:

s − 1 = Zq/c

−λ = (2c² + W)q/c

q(1 + s) = −Z/c

qλ = E/c

The first and third conditions do not contain W. The third gives q = −Z/(c(1 + s)), and the first then becomes

c²(1 − s²) = Z²

Its positive root is the s defined above, with 0 < s < 1. The Dirac and ZORA functions therefore have the same exponent at the nucleus and the same ratio q of small to large component.

The other two conditions give

λ = (2c² + W)Z/(c²(1 + s))

E = −Zλ/(1 + s)

For ZORA, W = 0, so

λ = 2Z/(1 + s)

E = −2Z²/(1 + s)²

For Dirac, W = E. Substituting λ into the expression for E gives

E[c²(1 + s)² + Z²] = −2c²Z²

Since Z² = c²(1 − s)(1 + s), the bracket equals 2c²(1 + s), and

E = −Z²/(1 + s) = c²(s − 1) = E_D

Then 2c² + E_D = c²(1 + s), which gives λ = Z. The same identity turns the definition of E_Z into

E_Z = 2c²E_D/(c²(1 + s)) = −2Z²/(1 + s)²

This is the energy just found from the ZORA equation.

## Exact shifts and their limits

From the closed forms,

E_D + Z²/2 = −Z²(1 − s)/(2(1 + s))

E_Z + Z²/2 = Z²[(1 + s)² − 4]/(2(1 + s)²) = −Z²(1 − s)(s + 3)/(2(1 + s)²)

Multiply by c² and use c²(1 − s) = Z²/(1 + s):

c²(E_D + Z²/2) = −Z⁴/(2(1 + s)²)

c²(E_Z + Z²/2) = −Z⁴(s + 3)/(2(1 + s)³)

As c → ∞, s → 1. The right-hand sides tend to −Z⁴/8 and −Z⁴/4. Dividing the second limit by the first gives 2, since c² cancels from the ratio of the shifts.

## The order of the levels at finite c

Because 1 + s < 2, E_D = −Z²/(1 + s) lies below −Z²/2. The closed forms also give

E_Z Z² = −2E_D²

and therefore

(2E_D + Z²/2)Z² − E_Z Z² = 2(E_D + Z²/2)² > 0

Division by Z² gives E_Z < 2E_D + Z²/2, or equivalently

E_Z + Z²/2 < 2(E_D + Z²/2)

Both shifts are negative, so the ZORA lowering is more than twice the Dirac lowering. Since twice a negative number is less than the number itself, E_Z < E_D follows.

## Z = 2 with c = 1

Without the condition Z < c the ordering can fail. For Z = 2 and c = 1, the radicand is 1 − 4 = −3, and there is no real exponent s. Lean's real square root returns 0 for a negative argument, so the definitions give E_D = −1, whereas −Z²/2 = −2. The inequality E_D < −Z²/2 is then false.

## The complete Lean file

```lean
import Mathlib

open Filter Topology

namespace ZoraHydrogenic

noncomputable section

/-- The exponent `s = √(1 - Z²/c²)` of the relativistic 1s radial function. -/
def gam (c Z : ℝ) : ℝ := Real.sqrt (1 - Z ^ 2 / c ^ 2)

/-- The Dirac 1s energy of a hydrogen-like ion, rest energy subtracted, in atomic units. -/
def diracE (c Z : ℝ) : ℝ := c ^ 2 * (gam c Z - 1)

/-- The ZORA 1s energy, written in terms of the Dirac energy as `2c²E_D/(2c² + E_D)`. -/
def zoraE (c Z : ℝ) : ℝ := 2 * c ^ 2 * diracE c Z / (2 * c ^ 2 + diracE c Z)

/-- The radial function `r ^ s * exp (-l r)`. -/
def radial (s l : ℝ) : ℝ → ℝ := fun r => r ^ s * Real.exp (-(l * r))

/-- The radial equations for `κ = -1` in the potential `-Z/r`, where `P` and `Q` are `r` times the
large and small components and `E` is the energy. The number `W` is the energy kept in the equation
that fixes the small component: `W = E` gives the Dirac equation and `W = 0` gives ZORA. -/
def SolvesRadial (c Z W E : ℝ) (P Q : ℝ → ℝ) : Prop :=
  ∀ r : ℝ, 0 < r →
    HasDerivAt P (P r / r + (2 * c ^ 2 + W + Z / r) / c * Q r) r ∧
    HasDerivAt Q (-(Q r) / r - (E + Z / r) / c * P r) r

/-- For `0 < Z < c` the exponent lies strictly between 0 and 1 and obeys `c²(1 - s²) = Z²`. -/
theorem gam_spec {c Z : ℝ} (hZ : 0 < Z) (hc : Z < c) :
    0 < gam c Z ∧ gam c Z < 1 ∧ c ^ 2 * (1 - gam c Z ^ 2) = Z ^ 2 := by
  have hc0 : 0 < c := hZ.trans hc
  have hlt : Z ^ 2 / c ^ 2 < 1 := (div_lt_one (by positivity)).2 (by nlinarith)
  have hpos : 0 < Z ^ 2 / c ^ 2 := by positivity
  refine ⟨Real.sqrt_pos.2 (by linarith), ?_, ?_⟩
  · exact (Real.sqrt_lt' one_pos).2 (by rw [one_pow]; linarith)
  · have h : c ^ 2 * (Z ^ 2 / c ^ 2) = Z ^ 2 := by field_simp
    rw [gam, Real.sq_sqrt (by linarith)]
    linear_combination h

/-- Matching powers of `r`: four algebraic conditions make `r ^ s * exp (-l r)`, with a small
component `q` times as large, a solution of the radial equations. -/
theorem radial_ansatz {c Z W E s l q : ℝ}
    (h1 : s - 1 = Z * q / c) (h2 : -l = (2 * c ^ 2 + W) * q / c)
    (h3 : q * (1 + s) = -Z / c) (h4 : q * l = E / c) :
    SolvesRadial c Z W E (radial s l) (fun r => q * radial s l r) := by
  intro r hr
  have h : HasDerivAt (radial s l) ((s / r - l) * radial s l r) r := by
    have a := Real.hasDerivAt_rpow_const (p := s) (Or.inl hr.ne' : r ≠ 0 ∨ 1 ≤ s)
    have b : HasDerivAt (fun x : ℝ => Real.exp (-(l * x)))
        (Real.exp (-(l * r)) * (-(l * 1))) r :=
      ((hasDerivAt_id' r).const_mul l).fun_neg.exp
    refine (a.fun_mul b).congr_deriv ?_
    rw [Real.rpow_sub_one hr.ne']
    unfold radial
    ring
  refine ⟨h.congr_deriv ?_, (h.const_mul q).congr_deriv ?_⟩
  · linear_combination (radial s l r / r) * h1 + radial s l r * h2
  · linear_combination (radial s l r / r) * h3 - radial s l r * h4

/-- Closed forms of the two energies: `E_D = -Z²/(1+s)` and `E_Z = -2Z²/(1+s)²`. -/
theorem energies_closed {c Z : ℝ} (hZ : 0 < Z) (hc : Z < c) :
    diracE c Z = -Z ^ 2 / (1 + gam c Z) ∧
    zoraE c Z = -(2 * Z ^ 2) / (1 + gam c Z) ^ 2 := by
  obtain ⟨hs0, -, hs⟩ := gam_spec hZ hc
  have hc0 : 0 < c := hZ.trans hc
  have hne : 1 + gam c Z ≠ 0 := by positivity
  have hE : diracE c Z * (1 + gam c Z) = -Z ^ 2 := by
    unfold diracE
    linear_combination -hs
  have hden : 2 * c ^ 2 + diracE c Z = c ^ 2 * (1 + gam c Z) := by
    unfold diracE
    ring
  refine ⟨(eq_div_iff hne).2 hE, ?_⟩
  rw [zoraE, hden, div_eq_div_iff (by positivity) (by positivity)]
  linear_combination 2 * c ^ 2 * (1 + gam c Z) * hE

/-- The function `r ^ s * exp (-Z r)` solves the radial Dirac equation with energy `diracE`, and
`r ^ s * exp (-2 Z r / (1 + s))` solves the radial ZORA equation with energy `zoraE`. -/
theorem radial_solutions {c Z : ℝ} (hZ : 0 < Z) (hc : Z < c) :
    SolvesRadial c Z (diracE c Z) (diracE c Z) (radial (gam c Z) Z)
      (fun r => -(Z / (c * (1 + gam c Z))) * radial (gam c Z) Z r) ∧
    SolvesRadial c Z 0 (zoraE c Z) (radial (gam c Z) (2 * Z / (1 + gam c Z)))
      (fun r => -(Z / (c * (1 + gam c Z))) *
        radial (gam c Z) (2 * Z / (1 + gam c Z)) r) := by
  obtain ⟨hs0, -, hs⟩ := gam_spec hZ hc
  obtain ⟨hD, hF⟩ := energies_closed hZ hc
  have hc0 : 0 < c := hZ.trans hc
  have hne : 1 + gam c Z ≠ 0 := by positivity
  have hden : 2 * c ^ 2 + diracE c Z = c ^ 2 * (1 + gam c Z) := by
    unfold diracE
    ring
  -- the behaviour at the nucleus is common to both equations
  have h1 : gam c Z - 1 = Z * -(Z / (c * (1 + gam c Z))) / c := by
    have key : Z * -(Z / (c * (1 + gam c Z))) / c = -(Z ^ 2) / (c ^ 2 * (1 + gam c Z)) := by
      field_simp
    rw [key, eq_div_iff (by positivity)]
    linear_combination -hs
  have h3 : -(Z / (c * (1 + gam c Z))) * (1 + gam c Z) = -Z / c := by
    field_simp
  -- the decay constant and the energy differ
  refine ⟨radial_ansatz h1 ?_ h3 ?_, radial_ansatz h1 ?_ h3 ?_⟩
  · rw [hden]
    field_simp
  · rw [hD]
    field_simp
  · rw [add_zero]
    field_simp
  · rw [hF]
    field_simp

/-- Exact relativistic shifts from `-Z²/2`, multiplied by `c²`, for the Dirac and the ZORA
energy. -/
theorem exact_shifts {c Z : ℝ} (hZ : 0 < Z) (hc : Z < c) :
    c ^ 2 * (diracE c Z + Z ^ 2 / 2) = -Z ^ 4 / (2 * (1 + gam c Z) ^ 2) ∧
    c ^ 2 * (zoraE c Z + Z ^ 2 / 2) =
      -Z ^ 4 * (gam c Z + 3) / (2 * (1 + gam c Z) ^ 3) := by
  obtain ⟨hs0, -, hs⟩ := gam_spec hZ hc
  obtain ⟨hD, hF⟩ := energies_closed hZ hc
  have hE := (eq_div_iff (by positivity)).1 hD
  have hG := (eq_div_iff (by positivity)).1 hF
  constructor
  · rw [eq_div_iff (by positivity)]
    linear_combination 2 * c ^ 2 * (1 + gam c Z) * hE - Z ^ 2 * hs
  · rw [eq_div_iff (by positivity)]
    linear_combination 2 * c ^ 2 * (1 + gam c Z) * hG - Z ^ 2 * (gam c Z + 3) * hs

/-- The ZORA energy lies below the Dirac energy, which lies below `-Z²/2`; the ZORA lowering is
more than twice the Dirac lowering at every finite `c > Z`. -/
theorem energy_ordering {c Z : ℝ} (hZ : 0 < Z) (hc : Z < c) :
    zoraE c Z < diracE c Z ∧ diracE c Z < -Z ^ 2 / 2 ∧
    zoraE c Z + Z ^ 2 / 2 < 2 * (diracE c Z + Z ^ 2 / 2) := by
  obtain ⟨hs0, hs1, -⟩ := gam_spec hZ hc
  obtain ⟨hD, hF⟩ := energies_closed hZ hc
  have hE := (eq_div_iff (by positivity)).1 hD
  have hc0 : 0 < c := hZ.trans hc
  have hneg : diracE c Z < 0 := mul_neg_of_pos_of_neg (by positivity) (by linarith)
  have hlow : diracE c Z < -Z ^ 2 / 2 := by
    nlinarith [mul_pos (neg_pos.2 hneg) (sub_pos.2 hs1)]
  have hFE : zoraE c Z * Z ^ 2 = -2 * diracE c Z ^ 2 := by
    rw [hF, hD, div_pow, div_mul_eq_mul_div, mul_div_assoc']
    congr 1
    ring
  -- the difference is a complete square
  have hsq : 0 < (diracE c Z + Z ^ 2 / 2) ^ 2 := sq_pos_of_neg (by linarith)
  have hmul : zoraE c Z * Z ^ 2 < (2 * diracE c Z + Z ^ 2 / 2) * Z ^ 2 := by
    rw [hFE]
    linarith [hsq, show (diracE c Z + Z ^ 2 / 2) ^ 2 =
      diracE c Z ^ 2 + diracE c Z * Z ^ 2 + Z ^ 4 / 4 by ring,
      show (2 * diracE c Z + Z ^ 2 / 2) * Z ^ 2 =
      2 * (diracE c Z * Z ^ 2) + Z ^ 4 / 2 by ring]
  have hlt := lt_of_mul_lt_mul_right hmul (sq_nonneg Z)
  exact ⟨by linarith, hlow, by linarith⟩

/-- As `c → ∞`, `c²` times the shift from `-Z²/2` tends to `-Z⁴/8` for the Dirac energy and to
`-Z⁴/4` for the ZORA energy, and the ratio of the ZORA shift to the Dirac shift tends to 2. -/
theorem zora_doubles_leading_correction {Z : ℝ} (hZ : 0 < Z) :
    Tendsto (fun c => c ^ 2 * (diracE c Z + Z ^ 2 / 2)) atTop (𝓝 (-Z ^ 4 / 8)) ∧
    Tendsto (fun c => c ^ 2 * (zoraE c Z + Z ^ 2 / 2)) atTop (𝓝 (-Z ^ 4 / 4)) ∧
    Tendsto (fun c => (zoraE c Z + Z ^ 2 / 2) / (diracE c Z + Z ^ 2 / 2))
      atTop (𝓝 2) := by
  -- the exponent tends to its nonrelativistic value 1
  have hg : Tendsto (fun c => gam c Z) atTop (𝓝 1) := by
    have h0 : Tendsto (fun c : ℝ => Z ^ 2 / c ^ 2) atTop (𝓝 0) :=
      (tendsto_pow_atTop two_ne_zero).const_div_atTop (Z ^ 2)
    have h1 := (h0.const_sub 1).sqrt
    rw [sub_zero, Real.sqrt_one] at h1
    exact h1
  have hD : Tendsto (fun c => c ^ 2 * (diracE c Z + Z ^ 2 / 2)) atTop (𝓝 (-Z ^ 4 / 8)) := by
    have h : Tendsto (fun c => -Z ^ 4 / (2 * (1 + gam c Z) ^ 2)) atTop
        (𝓝 (-Z ^ 4 / (2 * (1 + 1) ^ 2))) :=
      tendsto_const_nhds.div (((hg.const_add 1).pow 2).const_mul 2) (by norm_num)
    rw [show -Z ^ 4 / 8 = -Z ^ 4 / (2 * (1 + 1) ^ 2) by norm_num]
    refine h.congr' ?_
    filter_upwards [eventually_gt_atTop Z] with c hc
    exact (exact_shifts hZ hc).1.symm
  have hF : Tendsto (fun c => c ^ 2 * (zoraE c Z + Z ^ 2 / 2)) atTop (𝓝 (-Z ^ 4 / 4)) := by
    have h : Tendsto (fun c => -Z ^ 4 * (gam c Z + 3) / (2 * (1 + gam c Z) ^ 3)) atTop
        (𝓝 (-Z ^ 4 * (1 + 3) / (2 * (1 + 1) ^ 3))) :=
      ((hg.add_const 3).const_mul (-Z ^ 4)).div
        (((hg.const_add 1).pow 3).const_mul 2) (by norm_num)
    rw [show -Z ^ 4 / 4 = -Z ^ 4 * (1 + 3) / (2 * (1 + 1) ^ 3) by ring]
    refine h.congr' ?_
    filter_upwards [eventually_gt_atTop Z] with c hc
    exact (exact_shifts hZ hc).2.symm
  refine ⟨hD, hF, ?_⟩
  have hZ4 : 0 < Z ^ 4 := by positivity
  have hq := hF.div hD (by linarith : -Z ^ 4 / 8 < 0).ne
  rw [show -Z ^ 4 / 4 / (-Z ^ 4 / 8) = 2 by
    rw [div_eq_iff (by linarith : -Z ^ 4 / 8 < 0).ne]; ring] at hq
  refine hq.congr' ?_
  filter_upwards [eventually_gt_atTop Z] with c hc
  have hc0 : 0 < c := hZ.trans hc
  exact mul_div_mul_left _ _ (pow_ne_zero 2 hc0.ne')

end

end ZoraHydrogenic
```

```lean
#print axioms ZoraHydrogenic.radial_solutions
#print axioms ZoraHydrogenic.energy_ordering
#print axioms ZoraHydrogenic.zora_doubles_leading_correction
```

```
'ZoraHydrogenic.radial_solutions' depends on axioms: [propext, Classical.choice, Quot.sound]
'ZoraHydrogenic.energy_ordering' depends on axioms: [propext, Classical.choice, Quot.sound]
'ZoraHydrogenic.zora_doubles_leading_correction' depends on axioms: [propext, Classical.choice, Quot.sound]
```

## From the radial equations to the limits in Lean

`gam_spec` supplies the facts about s used in the later proofs about the energies and solutions at fixed c: 0 < s < 1 and c²(1 − s²) = Z². The hypothesis Z < c makes the radicand positive, so squaring the square root returns it.

`radial_ansatz` takes the four matching conditions as hypotheses `h1` to `h4`. It differentiates r^s e^(−λr) by the product rule and rewrites r^(s−1) as r^s/r. Each `linear_combination` then adds a 1/r condition multiplied by P/r and a constant condition multiplied by P, with the appropriate signs, which reassembles the differential equation.

`energies_closed` derives the two closed forms. Its intermediate result `hden` is the identity 2c² + E_D = c²(1 + s), which simplifies the denominator of E_Z.

`radial_solutions` applies the ansatz twice. The calculation by hand solved for q, λ and E; Lean is given their values and checks the conditions. The 1/r conditions `h1` and `h3` are proved once and used for both equations. The four cases at the end check the decay constant and the energy, first for Dirac and then for ZORA.

`exact_shifts` multiplies out the denominators with `eq_div_iff`. The remaining polynomial identities follow from the closed forms and c²(1 − s²) = Z², combined by `linear_combination`.

`energy_ordering` first proves E_D < −Z²/2 from the positive product (−E_D)(1 − s). It then establishes E_Z Z² = −2E_D² as `hFE` and the positive square as `hsq`. Together these give the inequality multiplied by Z², and `lt_of_mul_lt_mul_right` removes that factor. The remaining inequalities are linear.

`zora_doubles_leading_correction` starts with `hg`, the limit s → 1, obtained from Z²/c² → 0 and the continuity of the square root. The rules for limits of sums, powers and quotients give the limits of the right-hand sides in `exact_shifts`. Those formulas hold for c > Z, and `eventually_gt_atTop Z` restricts attention to that range, so `congr'` transfers the limits to the scaled shifts. For the ratio, the proof divides the two limits, using the fact that −Z⁴/8 is nonzero, and `mul_div_mul_left` cancels the common factor c².
